# In a single-configuration p² shell with F, z > 0, the lower J = 0 level is more than two-thirds ³P

Take two electrons in a p shell, ignore their mutual repulsion and keep only the spin-orbit coupling, with constant $z>0$. In the basis (³P₀, ¹S₀) the $J=0$ Hamiltonian is then

$$z\begin{pmatrix}-1&-\sqrt2\\-\sqrt2&0\end{pmatrix}.$$

Its lower eigenvalue is $-2z$, with normalised eigenvector $(\sqrt2,1)/\sqrt3$, so the state is exactly two-thirds ³P. Repulsion, measured by a Slater parameter $F>0$, separates the two terms by $15F$ and changes the matrix to

$$H=\begin{pmatrix}-5F-z&-\sqrt2\,z\\-\sqrt2\,z&10F\end{pmatrix}.$$

I expect the lower state to become more ³P-like, with a weight that stays strictly between $2/3$ and $1$ and falls steadily as $z/F$ grows. Can this be made rigorous, with a closed formula for the energy and the weight, and checked by machine?

## Energy and weight from one perfect square

Yes. Write

$$s=15F+z,\qquad q=\sqrt{s^2+8z^2},\qquad E_0=\frac{5F-z-q}{2}.$$

The claim is that $E_0$ is the lowest eigenvalue. Subtracting it from the diagonal entries gives

$$-5F-z-E_0=\frac{q-s}{2},\qquad 10F-E_0=\frac{q+s}{2}.$$

Since $z>0$, we have $q^2>s^2$, so $q>|s|$ and both numbers are positive. Their product is $(q^2-s^2)/4=2z^2$, the square of the coupling.

For a real vector $v=(v_0,v_1)$, the shifted quadratic form is therefore

$$v^{T}(H-E_0)v=\frac{q-s}{2}v_0^2-2\sqrt2\,z\,v_0v_1+\frac{q+s}{2}v_1^2 .$$

Multiply by $q+s$ and use $(q+s)(q-s)=8z^2$:

$$(q+s)\,v^{T}(H-E_0)v=2\left(\sqrt2\,z\,v_0-\frac{q+s}{2}v_1\right)^2\ge 0 .$$

If $Hv=Ev$ with $v\neq0$, the quadratic form equals $(E-E_0)(v_0^2+v_1^2)$, and hence $E\ge E_0$. The value $E_0$ is attained by the vector $\left((q+s)/2,\ \sqrt2\,z\right)$, because the two rows of $(H-E_0)v$ are

$$\frac{(q-s)(q+s)}{4}-2z^2=0,\qquad -\sqrt2\,z\,\frac{q+s}{2}+\frac{q+s}{2}\sqrt2\,z=0 .$$

After normalisation its components are $\sqrt{(q+s)/2q}$ and $\sqrt{(q-s)/2q}$.

The weight can be found for any eigenvector at $E_0$. The two eigenvalue equations read

$$\frac{q-s}{2}v_0=\sqrt2\,z\,v_1,\qquad \frac{q+s}{2}v_1=\sqrt2\,z\,v_0 .$$

Multiply the first by $v_0$ and the second by $v_1$. The right-hand sides agree, so $(q-s)v_0^2=(q+s)v_1^2$. Adding $(q+s)v_0^2$ to both sides gives $2q\,v_0^2=(q+s)(v_0^2+v_1^2)$, and the ³P weight is

$$w=\frac{v_0^2}{v_0^2+v_1^2}=\frac12\left(1+\frac{s}{q}\right).$$

## Why the weight stays between 2/3 and 1 and falls with z/F

The upper bound is $s<q$. For the lower bound, $F>0$ gives $s>z$, so

$$9s^2-q^2=8(s^2-z^2)>0 .$$

Thus $q<3s$, which means $s/q>1/3$ and $w>2/3$.

Now compare $(F,z)$ with a second pair $(F',z')$ of positive parameters, and let $s',q'$ be the corresponding quantities. If $z/F<z'/F'$, then $zF'<z'F$, and

$$s'z-sz'=15(F'z-Fz')<0 .$$

Both products are positive, so $s'^2z^2<s^2z'^2$. Therefore

$$s'^2q^2=s'^2s^2+8s'^2z^2<s^2s'^2+8s^2z'^2=s^2q'^2 .$$

Taking positive roots gives $s'q<sq'$, or $s'/q'<s/q$: the pair with the larger ratio has the smaller weight.

At $F=0$ one has $q=3z$ and the formula gives $2/3$; at $z=0$ one has $q=15F$ and it gives $1$. The formula is continuous at both points, so neither bound can be improved.

## A case with whole numbers: F = 1, z = 6

Here $s=21$ and $q=\sqrt{441+288}=27$, so $E_0=(5-6-27)/2=-14$ and $w=(1+21/27)/2=8/9$. The normalised eigenvector is $(2\sqrt2,1)/3$. As a check,

$$\begin{pmatrix}-11&-6\sqrt2\\-6\sqrt2&10\end{pmatrix}\begin{pmatrix}2\sqrt2\\1\end{pmatrix}=\begin{pmatrix}-28\sqrt2\\-14\end{pmatrix}=-14\begin{pmatrix}2\sqrt2\\1\end{pmatrix}.$$

The trace is $-1$, so the other level lies at $13$.

## What the Lean theorems say about the p² shell

`hamiltonian F z` is the real matrix $H$, with index 0 for ³P₀ and index 1 for ¹S₀. The parameter $F$ is the Condon–Shortley $F_2$, which for a p shell is the Slater integral $F^2$ divided by 25; $z$ multiplies $\sum_i \mathbf l_i\cdot\mathbf s_i$. The energy common to all p² terms, made up of the one-electron energies and the Slater integral $F^0$, is set to zero. The sign of the coupling depends on the relative phase of the basis states and doesn't affect energies or weights.

`splitting` is $q$, which is also the distance between the two levels, and `groundEnergy` is $E_0$. `tripletWeight v` divides the squared ³P₀ amplitude by the squared norm, so eigenvectors need not be normalised. `tripletFormula` is the closed expression for $w$.

- `groundEnergy_isLeast` says that $E_0$ belongs to the set of real numbers $E$ with a nonzero real eigenvector, and that no member of this set is smaller. It assumes $z>0$ and allows any real $F$.
- `tripletWeight_eq` says that every nonzero eigenvector at $E_0$ has the weight given by the formula, under the same condition on the parameters.
- `tripletWeight_bounds` and `tripletWeight_strictAnti` give the strict bounds and the strict decrease for positive parameters. The second compares two arbitrary parameter pairs, so $F$ and $z$ may both change.
- `tripletFormula_limits` gives the two limits of the closed expression, each with the other parameter held fixed and positive.

The matrix itself is the physical input: the file defines it and doesn't derive it from two-electron wavefunctions. It describes one configuration with fixed radial functions, without mixing from other configurations. "Lowest" refers to the $J=0$ block alone; the $J=1$ and $J=2$ levels do not enter.

```lean
import Mathlib

open Matrix Filter Topology

namespace SpinOrbitPSquared

noncomputable section

/-- The J = 0 Hamiltonian of a p² shell in the basis (³P₀, ¹S₀), with Slater parameter `F` and
spin-orbit constant `z`; the energy common to all p² terms is set to zero. -/
def hamiltonian (F z : ℝ) : Matrix (Fin 2) (Fin 2) ℝ :=
  !![-5 * F - z, -(√2 * z); -(√2 * z), 10 * F]

/-- The quantity q = √((15F + z)² + 8z²). -/
def splitting (F z : ℝ) : ℝ := √((15 * F + z) ^ 2 + 8 * z ^ 2)

/-- The energy (5F - z - q)/2. -/
def groundEnergy (F z : ℝ) : ℝ := (5 * F - z - splitting F z) / 2

/-- The ³P weight of a J = 0 state: its squared ³P₀ amplitude divided by its squared norm. -/
def tripletWeight (v : Fin 2 → ℝ) : ℝ := v 0 ^ 2 / (v 0 ^ 2 + v 1 ^ 2)

/-- The closed expression (1 + (15F + z)/q)/2. -/
def tripletFormula (F z : ℝ) : ℝ := (1 + (15 * F + z) / splitting F z) / 2

/-- The square of q is (15F + z)² + 8z². -/
theorem splitting_sq (F z : ℝ) :
    splitting F z ^ 2 = (15 * F + z) ^ 2 + 8 * z ^ 2 :=
  Real.sq_sqrt (by positivity)

/-- For z > 0, q exceeds the absolute value of 15F + z. -/
theorem abs_lt_splitting (F : ℝ) {z : ℝ} (hz : 0 < z) :
    |15 * F + z| < splitting F z := by
  have h : 0 < z ^ 2 := by positivity
  have hsq : (15 * F + z) ^ 2 < splitting F z ^ 2 := by
    rw [splitting_sq]
    linarith
  have hq : 0 ≤ splitting F z := Real.sqrt_nonneg _
  exact abs_lt_of_sq_lt_sq hsq hq

/-- The eigenvalue equation of the J = 0 Hamiltonian, written out in ³P₀ and ¹S₀ amplitudes. -/
theorem eigen_iff (F z E : ℝ) (v : Fin 2 → ℝ) :
    hamiltonian F z *ᵥ v = E • v ↔
      (-5 * F - z) * v 0 + -(√2 * z) * v 1 = E * v 0 ∧
      -(√2 * z) * v 0 + 10 * F * v 1 = E * v 1 := by
  have h0 : (hamiltonian F z *ᵥ v) 0 = (-5 * F - z) * v 0 + -(√2 * z) * v 1 := by
    simp [hamiltonian, Matrix.mulVec, dotProduct, Fin.sum_univ_two]
  have h1 : (hamiltonian F z *ᵥ v) 1 = -(√2 * z) * v 0 + 10 * F * v 1 := by
    simp [hamiltonian, Matrix.mulVec, dotProduct, Fin.sum_univ_two]
  rw [funext_iff, Fin.forall_fin_two, h0, h1]
  simp only [Pi.smul_apply, smul_eq_mul]

/-- A nonzero state has positive squared norm. -/
theorem norm_pos {v : Fin 2 → ℝ} (hv : v ≠ 0) : 0 < v 0 ^ 2 + v 1 ^ 2 := by
  have h : v 0 ≠ 0 ∨ v 1 ≠ 0 := by
    by_contra h
    rw [not_or, not_not, not_not] at h
    exact hv (funext (Fin.forall_fin_two.2 ⟨h.1, h.2⟩))
  rcases h with h | h <;> positivity

/-- For z > 0 the lowest eigenvalue of the p² J = 0 Hamiltonian is (5F - z - q)/2. -/
theorem groundEnergy_isLeast (F : ℝ) {z : ℝ} (hz : 0 < z) :
    IsLeast {E : ℝ | ∃ v : Fin 2 → ℝ, v ≠ 0 ∧ hamiltonian F z *ᵥ v = E • v}
      (groundEnergy F z) := by
  have hq := splitting_sq F z
  have h2 : √2 ^ 2 = (2 : ℝ) := Real.sq_sqrt (by norm_num)
  constructor
  · -- an explicit eigenvector
    refine ⟨![(splitting F z + (15 * F + z)) / 2, √2 * z], ?_, ?_⟩
    · intro h
      have h1 : √2 * z = 0 := congrFun h 1
      have h3 : 0 < √2 * z := by positivity
      exact h3.ne' h1
    · rw [eigen_iff]
      constructor <;> simp only [Matrix.cons_val_zero, Matrix.cons_val_one, groundEnergy]
      · linear_combination hq / 4 - z ^ 2 * h2
      · ring
  · rintro E ⟨v, hv, hE⟩
    obtain ⟨e0, e1⟩ := (eigen_iff F z E v).1 hE
    have hp : 0 < splitting F z + (15 * F + z) := by
      linarith [(abs_lt.1 (abs_lt_splitting F hz)).1]
    -- the energy above the ground level, times a positive factor, is a square
    have key : (splitting F z + (15 * F + z)) *
        ((E - groundEnergy F z) * (v 0 ^ 2 + v 1 ^ 2)) =
        2 * (√2 * z * v 0 - (splitting F z + (15 * F + z)) / 2 * v 1) ^ 2 := by
      unfold groundEnergy
      linear_combination (v 0 ^ 2 / 2) * hq - 2 * z ^ 2 * v 0 ^ 2 * h2
        - (splitting F z + (15 * F + z)) * (v 0 * e0 + v 1 * e1)
    by_contra hlt
    have hneg : (E - groundEnergy F z) * (v 0 ^ 2 + v 1 ^ 2) < 0 :=
      mul_neg_of_neg_of_pos (by linarith [not_le.1 hlt]) (norm_pos hv)
    have hneg' := mul_neg_of_pos_of_neg hp hneg
    rw [key] at hneg'
    exact absurd hneg' (not_lt_of_ge (by positivity))

/-- For z > 0 every eigenvector at the lowest energy has ³P weight (1 + (15F + z)/q)/2. -/
theorem tripletWeight_eq (F : ℝ) {z : ℝ} (hz : 0 < z) {v : Fin 2 → ℝ} (hv : v ≠ 0)
    (h : hamiltonian F z *ᵥ v = groundEnergy F z • v) :
    tripletWeight v = tripletFormula F z := by
  obtain ⟨e0, e1⟩ := (eigen_iff F z _ v).1 h
  have hq : 0 < splitting F z := (abs_nonneg _).trans_lt (abs_lt_splitting F hz)
  unfold groundEnergy at e0 e1
  -- eliminating the coupling fixes the ratio of the squared amplitudes
  have key : 2 * splitting F z * v 0 ^ 2 =
      (splitting F z + (15 * F + z)) * (v 0 ^ 2 + v 1 ^ 2) := by
    linear_combination 2 * v 0 * e0 - 2 * v 1 * e1
  have hc : (15 * F + z) / splitting F z * splitting F z = 15 * F + z :=
    div_mul_cancel₀ _ hq.ne'
  unfold tripletWeight tripletFormula
  rw [div_eq_iff (norm_pos hv).ne']
  apply mul_left_cancel₀ hq.ne'
  linear_combination key / 2 - (v 0 ^ 2 + v 1 ^ 2) / 2 * hc

/-- For F, z > 0 the ³P weight of the lowest J = 0 state of p² lies strictly between 2/3 and 1. -/
theorem tripletWeight_bounds {F z : ℝ} (hF : 0 < F) (hz : 0 < z) {v : Fin 2 → ℝ}
    (hv : v ≠ 0) (h : hamiltonian F z *ᵥ v = groundEnergy F z • v) :
    2 / 3 < tripletWeight v ∧ tripletWeight v < 1 := by
  rw [tripletWeight_eq F hz hv h]
  have hD := (abs_lt.1 (abs_lt_splitting F hz)).2
  have hq : 0 < splitting F z := by linarith
  have h3 : splitting F z < 3 * (15 * F + z) := by
    apply lt_of_pow_lt_pow_left₀ 2 (by positivity)
    rw [splitting_sq]
    nlinarith [mul_pos hF hz, mul_pos hF hF]
  have hlo : 1 / 3 < (15 * F + z) / splitting F z := by
    rw [lt_div_iff₀ hq]; linarith
  have hhi : (15 * F + z) / splitting F z < 1 := by
    rw [div_lt_iff₀ hq]; linarith
  unfold tripletFormula
  constructor <;> linarith

/-- For F, z > 0 the ³P weight of the lowest J = 0 state strictly decreases as z/F grows. -/
theorem tripletWeight_strictAnti {F z F' z' : ℝ} (hF : 0 < F) (hz : 0 < z) (hF' : 0 < F')
    (hz' : 0 < z') (hr : z / F < z' / F') {v v' : Fin 2 → ℝ} (hv : v ≠ 0) (hv' : v' ≠ 0)
    (h : hamiltonian F z *ᵥ v = groundEnergy F z • v)
    (h' : hamiltonian F' z' *ᵥ v' = groundEnergy F' z' • v') :
    tripletWeight v' < tripletWeight v := by
  rw [tripletWeight_eq F hz hv h, tripletWeight_eq F' hz' hv' h']
  have hq : 0 < splitting F z := (abs_nonneg _).trans_lt (abs_lt_splitting F hz)
  have hq' : 0 < splitting F' z' := (abs_nonneg _).trans_lt (abs_lt_splitting F' hz')
  rw [div_lt_div_iff₀ hF hF'] at hr
  have hlin : (15 * F' + z') * z < (15 * F + z) * z' := by linarith
  have hsq := pow_lt_pow_left₀ hlin (by positivity) (two_ne_zero)
  -- compare the cross-multiplied ratios through their squares
  have hcross : (15 * F' + z') * splitting F z < (15 * F + z) * splitting F' z' := by
    apply lt_of_pow_lt_pow_left₀ 2 (by positivity)
    rw [mul_pow, mul_pow, splitting_sq, splitting_sq]
    linarith
  have hdiv := (div_lt_div_iff₀ hq' hq).2 hcross
  unfold tripletFormula
  linarith

/-- The expression (1 + (15F + z)/q)/2 tends to 2/3 as F → 0 at fixed z > 0, and to 1 as
z → 0 at fixed F > 0. -/
theorem tripletFormula_limits {F z : ℝ} (hF : 0 < F) (hz : 0 < z) :
    Tendsto (fun x => tripletFormula x z) (𝓝 0) (𝓝 (2 / 3)) ∧
    Tendsto (fun y => tripletFormula F y) (𝓝 0) (𝓝 1) := by
  have s1 : splitting 0 z = 3 * z := by
    unfold splitting
    rw [show (15 * 0 + z) ^ 2 + 8 * z ^ 2 = (3 * z) ^ 2 by ring, Real.sqrt_sq (by positivity)]
  have s2 : splitting F 0 = 15 * F := by
    unfold splitting
    rw [show (15 * F + 0) ^ 2 + 8 * (0 : ℝ) ^ 2 = (15 * F) ^ 2 by ring,
      Real.sqrt_sq (by positivity)]
  have v1 : tripletFormula 0 z = 2 / 3 := by
    have e : (15 * 0 + z) / (3 * z) = 1 / 3 := by
      rw [div_eq_iff (by positivity)]; ring
    rw [tripletFormula, s1, e]; norm_num
  have v2 : tripletFormula F 0 = 1 := by
    rw [tripletFormula, s2, add_zero, div_self (by positivity)]; norm_num
  have c1 : Continuous (fun x => splitting x z) := by unfold splitting; fun_prop
  have c2 : Continuous (fun y => splitting F y) := by unfold splitting; fun_prop
  have n1 : splitting 0 z ≠ 0 := by rw [s1]; positivity
  have n2 : splitting F 0 ≠ 0 := by rw [s2]; positivity
  have l1 : ContinuousAt (fun x => 15 * x + z) 0 := by fun_prop
  have l2 : ContinuousAt (fun y => 15 * F + y) 0 := by fun_prop
  constructor
  · rw [← v1]
    exact (continuousAt_const.add (l1.div c1.continuousAt n1)).div_const 2
  · rw [← v2]
    exact (continuousAt_const.add (l2.div c2.continuousAt n2)).div_const 2

end

end SpinOrbitPSquared
```

```lean
#print axioms SpinOrbitPSquared.groundEnergy_isLeast
#print axioms SpinOrbitPSquared.tripletWeight_bounds
#print axioms SpinOrbitPSquared.tripletWeight_strictAnti
#print axioms SpinOrbitPSquared.tripletFormula_limits
```

```
'SpinOrbitPSquared.groundEnergy_isLeast' depends on axioms: [propext, Classical.choice, Quot.sound]
'SpinOrbitPSquared.tripletWeight_bounds' depends on axioms: [propext, Classical.choice, Quot.sound]
'SpinOrbitPSquared.tripletWeight_strictAnti' depends on axioms: [propext, Classical.choice, Quot.sound]
'SpinOrbitPSquared.tripletFormula_limits' depends on axioms: [propext, Classical.choice, Quot.sound]
```

## How the Lean proof follows the algebra

`splitting_sq` removes the square root from $q$, and `abs_lt_splitting` proves $|s|<q$ by comparing squares. `eigen_iff` turns the matrix equation into two scalar equations, called `e0` and `e1` in later proofs. `norm_pos` supplies the positive squared norm of a nonzero vector.

In `groundEnergy_isLeast`, the first half provides the explicit eigenvector. It is nonzero because its second component is $\sqrt2\,z>0$. Its first row uses $q^2=s^2+8z^2$ and $(\sqrt2)^2=2$, which `linear_combination` combines with the right coefficients; the second row is an identity that `ring` closes. In the second half, `key` is the perfect-square identity with the quadratic form already replaced by $(E-E_0)(v_0^2+v_1^2)$. If $E$ were below $E_0$, the left side would be negative while the right side is twice a square, a contradiction.

In `tripletWeight_eq`, `key` is the relation $2q\,v_0^2=(q+s)(v_0^2+v_1^2)$. The coefficients `2 * v 0 * e0 - 2 * v 1 * e1` carry out the elimination of the coupling done above: multiply by the amplitudes and subtract. The remaining lines divide by the norm and by $q$, both known to be positive.

The bounds and the monotonicity first replace the weights by the closed formula. `tripletWeight_bounds` then obtains $q<3s$ as `h3`, by comparing squares; `nlinarith` receives the positive products $Fz$ and $F^2$, which are what remains in $9s^2-q^2$. In `tripletWeight_strictAnti`, `hlin` is $s'z<sz'$, `hsq` is its square, and `hcross` is $s'q<sq'$. For the limits, `s1` and `s2` evaluate $q$ at the endpoints, `v1` and `v2` evaluate the weight there, and continuity of a quotient with nonzero denominator does the rest.

## The same diagonalisation in a spin-orbit calculation

In a two-step spin-orbit calculation, one first computes spin-free states, then builds the Hamiltonian with spin-orbit coupling in their basis and diagonalises it. The composition of a level is read from the squared moduli of its eigenvector components. For the present matrix, NumPy's `eigh` returns eigenvalues in ascending order and normalised eigenvectors as columns, so with `E, U = numpy.linalg.eigh(H)` the energy $E_0$ is `E[0]` and the ³P weight is `U[0,0]**2`.

With a spin-orbit effective core potential of the form $\xi(r)\,\mathbf l\cdot\mathbf s$ acting on the p shell, $z$ is the expectation value of $\xi(r)$ in the valence p radial function. Within this two-state, single-configuration model, the closed formulas give a direct test of a code that takes $F$ and $z$ as input: for $F=1$, $z=6$ the lower $J=0$ level should have ³P weight $8/9$ and, with the energy zero used here, lie at $-14$. A code that measures energies from the average of the p² configuration, which is at $-2F$ here, should give $-12$ instead. If the code takes the Slater integral $F^2$ as input, the value to enter is $25$.
